# With an M-Lipschitz Hessian, trapezoidal force integration along a band errs by at most M/12 times the sum of cubed segment lengths

Let \(R_0,\dots,R_N\) be the images of a band on an energy surface \(E\) with gradient \(g=\nabla E\) and Hessian \(H\). If \(\|H(x)-H(y)\|\le M\|x-y\|\) on a region \(S\) containing the straight segments between neighbouring images, then

\[
\Bigl|\sum_{i=0}^{N-1}\tfrac12\langle g(R_i)+g(R_{i+1}),\,R_{i+1}-R_i\rangle-\bigl(E(R_N)-E(R_0)\bigr)\Bigr|\le\frac M{12}\sum_{i=0}^{N-1}\|R_{i+1}-R_i\|^3 .
\]

The constant \(M\) limits how fast the force constants change with geometry on \(S\), and it can be zero for a harmonic surface. Its unit is energy per length cubed.

## Energy profiles and force checks in band codes

A nudged-elastic-band or string code can integrate forces to obtain an energy profile, or to check forces against energies. If the trapezoidal rule is used on a Born–Oppenheimer surface, the theorem gives an upper bound on the discretisation error at the images, provided the Hessian is Lipschitz on the region used. The input is the full gradient, that is, minus the physical force, without spring terms or projection. Stopping the sum at image \(k\) bounds the error in \(E(R_k)-E(R_0)\), but does not locate a maximum between images.

## From one segment to the band

Take a segment from \(a\) to \(b\), put \(d=b-a\) and \(\varphi(t)=E(a+td)\). Then \(\varphi'(t)=\langle g(a+td),d\rangle\) and \(\varphi''(t)=\langle H(a+td)d,d\rangle\), so

\[
|\varphi''(s)-\varphi''(t)|\le L|s-t|,\qquad L=M\|d\|^3 .
\]

For \(0\le s\le\frac12\), define the defect on a symmetric interval:

\[
D(s)=\varphi(\tfrac12+s)-\varphi(\tfrac12-s)-s\bigl[\varphi'(\tfrac12+s)+\varphi'(\tfrac12-s)\bigr].
\]

On differentiation the \(\varphi'\) terms cancel, leaving

\[
D'(s)=-s\bigl[\varphi''(\tfrac12+s)-\varphi''(\tfrac12-s)\bigr],\qquad |D'(s)|\le 2Ls^2 .
\]

Since \(D(0)=0\), we get \(|D(s)|\le\frac{2L}{3}s^3\), and hence \(|D(\frac12)|\le L/12\). Here \(D(\frac12)=E(b)-E(a)-\frac12\langle g(a)+g(b),d\rangle\), which is the segment error up to sign. Summing over segments telescopes the energies, and the triangle inequality gives the bound.

If no segment is longer than \(h\), then \(\|d\|^3\le h^2\|d\|\), and the error is at most \(\frac{M}{12}h^2\) times the band length.

For \(E=Mx^3/6\) on the line, with \(M\ge0\), a segment from \(x\) to \(y\ge x\) has error

\[
\tfrac M4(x^2+y^2)(y-x)-\tfrac M6(y^3-x^3)=\tfrac M{12}(y-x)^3 ,
\]

so the factor \(1/12\) is optimal. The cubic serves as a test function or a local model of a surface: for \(M>0\) it is unbounded below on the whole line.

**Numbers.** With \(M=6\), \(E=x^3\) and images \(0,1,3\), the gradients are \(0,3,27\). The sum is \(1.5+30=31.5\) and the energy difference is \(27\). The error \(4.5\) equals \(\frac6{12}(1+8)\).

**Harmonic limit.** For a quadratic energy one can take \(M=0\), and the trapezoidal sum is exact at any spacing.

## The Lean file

```lean
import Mathlib

open Set

namespace BandForceIntegration

noncomputable section

variable {V : Type*} [NormedAddCommGroup V] [InnerProductSpace ℝ V]

/-- The trapezoidal estimate of the energy change along the images `R 0, ..., R N`: on each segment
it takes the inner product of the mean of the two end gradients with the displacement. -/
def trapezoidalWork (g : V → V) (R : ℕ → V) (N : ℕ) : ℝ :=
  ∑ i ∈ Finset.range N, inner ℝ (g (R i) + g (R (i + 1))) (R (i + 1) - R i) / 2

/-- For an energy profile on the unit interval whose second derivative is `L`-Lipschitz, the
trapezoidal rule applied to the slope misses the energy difference by at most `L / 12`. -/
theorem profile_error {φ φ' φ'' : ℝ → ℝ} {L : ℝ}
    (h1 : ∀ t ∈ Icc (0 : ℝ) 1, HasDerivAt φ (φ' t) t)
    (h2 : ∀ t ∈ Icc (0 : ℝ) 1, HasDerivAt φ' (φ'' t) t)
    (hL : ∀ s ∈ Icc (0 : ℝ) 1, ∀ t ∈ Icc (0 : ℝ) 1, |φ'' s - φ'' t| ≤ L * |s - t|) :
    |φ 1 - φ 0 - (φ' 0 + φ' 1) / 2| ≤ L / 12 := by
  -- the defect of the rule on the symmetric interval of half-width `s` about the midpoint
  obtain ⟨D, hDdef⟩ : ∃ D : ℝ → ℝ, D = fun s =>
      φ (1 / 2 + s) - φ (1 / 2 - s) - s * (φ' (1 / 2 + s) + φ' (1 / 2 - s)) := ⟨_, rfl⟩
  have hp : ∀ s ∈ Icc (0 : ℝ) (1 / 2), 1 / 2 + s ∈ Icc (0 : ℝ) 1 := fun s hs =>
    ⟨by linarith [hs.1], by linarith [hs.2]⟩
  have hm : ∀ s ∈ Icc (0 : ℝ) (1 / 2), 1 / 2 - s ∈ Icc (0 : ℝ) 1 := fun s hs =>
    ⟨by linarith [hs.2], by linarith [hs.1]⟩
  have hD : ∀ s ∈ Icc (0 : ℝ) (1 / 2),
      HasDerivAt D (-(s * (φ'' (1 / 2 + s) - φ'' (1 / 2 - s)))) s := by
    intro s hs
    have up : HasDerivAt (fun s : ℝ => 1 / 2 + s) 1 s := (hasDerivAt_id' s).const_add (1 / 2)
    have dn : HasDerivAt (fun s : ℝ => 1 / 2 - s) (-1) s := (hasDerivAt_id' s).const_sub (1 / 2)
    have a1 : HasDerivAt (fun s => φ (1 / 2 + s)) (φ' (1 / 2 + s) * 1) s :=
      (h1 _ (hp s hs)).comp s up
    have a2 : HasDerivAt (fun s => φ (1 / 2 - s)) (φ' (1 / 2 - s) * (-1)) s :=
      (h1 _ (hm s hs)).comp s dn
    have b1 : HasDerivAt (fun s => φ' (1 / 2 + s)) (φ'' (1 / 2 + s) * 1) s :=
      (h2 _ (hp s hs)).comp s up
    have b2 : HasDerivAt (fun s => φ' (1 / 2 - s)) (φ'' (1 / 2 - s) * (-1)) s :=
      (h2 _ (hm s hs)).comp s dn
    rw [hDdef]
    exact ((a1.fun_sub a2).fun_sub
      ((hasDerivAt_id' s).fun_mul (b1.fun_add b2))).congr_deriv (by ring)
  have hc : ContinuousOn D (Icc 0 (1 / 2)) := fun s hs =>
    (hD s hs).continuousAt.continuousWithinAt
  have h0 : ‖D 0‖ ≤ 2 * L / 3 * (0 : ℝ) ^ 3 := by simp [hDdef]
  have hB : ∀ s : ℝ, HasDerivAt (fun s : ℝ => 2 * L / 3 * s ^ 3) (2 * L * s ^ 2) s := fun s =>
    ((hasDerivAt_pow 3 s).const_mul (2 * L / 3)).congr_deriv (by norm_num; ring)
  -- the Lipschitz bound makes the defect grow at most like `s ^ 3`
  have hb : ∀ s ∈ Ico (0 : ℝ) (1 / 2),
      ‖-(s * (φ'' (1 / 2 + s) - φ'' (1 / 2 - s)))‖ ≤ 2 * L * s ^ 2 := by
    intro s hs
    have hs' : s ∈ Icc (0 : ℝ) (1 / 2) := ⟨hs.1, hs.2.le⟩
    have h := hL _ (hp s hs') _ (hm s hs')
    rw [show (1 / 2 + s) - (1 / 2 - s) = 2 * s by ring,
      abs_of_nonneg (by linarith [hs.1] : (0 : ℝ) ≤ 2 * s)] at h
    rw [Real.norm_eq_abs, abs_neg, abs_mul, abs_of_nonneg hs.1]
    nlinarith [mul_le_mul_of_nonneg_left h hs.1]
  have key := image_norm_le_of_norm_deriv_right_le_deriv_boundary hc
    (fun s hs => (hD s ⟨hs.1, hs.2.le⟩).hasDerivWithinAt) h0 hB hb
    (right_mem_Icc.2 (by norm_num : (0 : ℝ) ≤ 1 / 2))
  have e1 : (1 / 2 : ℝ) + 1 / 2 = 1 := by norm_num
  have e2 : (1 / 2 : ℝ) - 1 / 2 = 0 := by norm_num
  have e : D (1 / 2) = φ 1 - φ 0 - (φ' 0 + φ' 1) / 2 := by
    simp only [hDdef, e1, e2]
    ring
  rw [e, Real.norm_eq_abs] at key
  exact key.trans_eq (by ring)

section Band

variable [CompleteSpace V] {E : V → ℝ} {g : V → V} {H : V → V →L[ℝ] V} {S : Set V} {M : ℝ}

/-- Let `E` have gradient `g` and an `M`-Lipschitz Hessian `H` on a region containing the segment
from `a` to `b`. The trapezoidal energy change then has an error of at most
`M / 12` times the cubed segment length. -/
theorem segment_error (hE : ∀ x ∈ S, HasGradientAt E (g x) x)
    (hg : ∀ x ∈ S, HasFDerivAt g (H x) x)
    (hH : ∀ x ∈ S, ∀ y ∈ S, ‖H x - H y‖ ≤ M * ‖x - y‖)
    {a b : V} (hab : segment ℝ a b ⊆ S) :
    |inner ℝ (g a + g b) (b - a) / 2 - (E b - E a)| ≤ M / 12 * ‖b - a‖ ^ 3 := by
  obtain ⟨d, rfl⟩ : ∃ d, b = a + d := ⟨b - a, by simp⟩
  have hS : ∀ t ∈ Icc (0 : ℝ) 1, a + t • d ∈ S := fun t ht =>
    hab (by rw [segment_eq_image']; exact ⟨t, ht, by simp⟩)
  have hl : ∀ t : ℝ, HasDerivAt (fun t : ℝ => a + t • d) d t := fun t =>
    (((hasDerivAt_id' t).smul_const d).const_add a).congr_deriv (one_smul ℝ d)
  -- restrict the energy to the segment and use the one-dimensional estimate
  have h := profile_error (φ := fun t => E (a + t • d))
    (φ' := fun t => inner ℝ (g (a + t • d)) d)
    (φ'' := fun t => inner ℝ (H (a + t • d) d) d) (L := M * ‖d‖ ^ 3)
    (fun t ht => ((hE _ (hS t ht)).hasFDerivAt.comp_hasDerivAt t (hl t)).congr_deriv (by simp))
    (fun t ht => (((hg _ (hS t ht)).comp_hasDerivAt t (hl t)).inner ℝ
      (hasDerivAt_const t d)).congr_deriv (by simp))
    (by
      intro s hs t ht
      have e : inner ℝ (H (a + s • d) d) d - inner ℝ (H (a + t • d) d) d
          = inner ℝ ((H (a + s • d) - H (a + t • d)) d) d := by simp [inner_sub_left]
      have hd : ‖a + s • d - (a + t • d)‖ = |s - t| * ‖d‖ := by
        rw [show a + s • d - (a + t • d) = (s - t) • d by module, norm_smul, Real.norm_eq_abs]
      have hLip := hH _ (hS s hs) _ (hS t ht)
      rw [hd] at hLip
      calc |inner ℝ (H (a + s • d) d) d - inner ℝ (H (a + t • d) d) d|
          ≤ ‖(H (a + s • d) - H (a + t • d)) d‖ * ‖d‖ := by
            rw [e]; exact abs_real_inner_le_norm _ _
        _ ≤ ‖H (a + s • d) - H (a + t • d)‖ * ‖d‖ * ‖d‖ := by
            gcongr; exact ContinuousLinearMap.le_opNorm _ _
        _ ≤ M * (|s - t| * ‖d‖) * ‖d‖ * ‖d‖ := by gcongr
        _ = M * ‖d‖ ^ 3 * |s - t| := by ring)
  simp only [zero_smul, one_smul, add_zero] at h
  rw [add_sub_cancel_left, inner_add_left, abs_sub_comm]
  exact h.trans_eq (by ring)

/-- Let `E` have gradient `g` and an `M`-Lipschitz Hessian `H` on a region containing all segments
of the band. The trapezoidal sum then differs from `E (R N) - E (R 0)` by at most `M / 12` times
the sum of the cubed segment lengths. -/
theorem band_error (hE : ∀ x ∈ S, HasGradientAt E (g x) x)
    (hg : ∀ x ∈ S, HasFDerivAt g (H x) x)
    (hH : ∀ x ∈ S, ∀ y ∈ S, ‖H x - H y‖ ≤ M * ‖x - y‖)
    {R : ℕ → V} {N : ℕ} (hR : ∀ i < N, segment ℝ (R i) (R (i + 1)) ⊆ S) :
    |trapezoidalWork g R N - (E (R N) - E (R 0))|
      ≤ M / 12 * ∑ i ∈ Finset.range N, ‖R (i + 1) - R i‖ ^ 3 := by
  -- the exact energy difference telescopes over the segments
  have tel : E (R N) - E (R 0) = ∑ i ∈ Finset.range N, (E (R (i + 1)) - E (R i)) :=
    (Finset.sum_range_sub (fun i => E (R i)) N).symm
  rw [tel, trapezoidalWork, ← Finset.sum_sub_distrib, Finset.mul_sum]
  exact (Finset.abs_sum_le_sum_abs _ _).trans (Finset.sum_le_sum fun i hi =>
    segment_error hE hg hH (hR i (Finset.mem_range.1 hi)))

/-- Let `E` have gradient `g` and an `M`-Lipschitz Hessian `H` on a region containing all segments
of the band. If no segment is longer than `h`, the error of the trapezoidal energy change is at most
`M / 12 * h ^ 2` times the total length of the band. -/
theorem band_error_of_spacing (hE : ∀ x ∈ S, HasGradientAt E (g x) x)
    (hg : ∀ x ∈ S, HasFDerivAt g (H x) x)
    (hH : ∀ x ∈ S, ∀ y ∈ S, ‖H x - H y‖ ≤ M * ‖x - y‖)
    {R : ℕ → V} {N : ℕ} (hR : ∀ i < N, segment ℝ (R i) (R (i + 1)) ⊆ S)
    {h : ℝ} (hh : ∀ i < N, ‖R (i + 1) - R i‖ ≤ h) :
    |trapezoidalWork g R N - (E (R N) - E (R 0))|
      ≤ M / 12 * h ^ 2 * ∑ i ∈ Finset.range N, ‖R (i + 1) - R i‖ := by
  refine (band_error hE hg hH hR).trans ?_
  rw [Finset.mul_sum, Finset.mul_sum]
  refine Finset.sum_le_sum fun i hi => ?_
  have hi' := Finset.mem_range.1 hi
  have hn : 0 ≤ M * ‖R (i + 1) - R i‖ := (norm_nonneg _).trans
    (hH _ (hR i hi' (right_mem_segment ℝ _ _)) _ (hR i hi' (left_mem_segment ℝ _ _)))
  have hsq : ‖R (i + 1) - R i‖ ^ 2 ≤ h ^ 2 := pow_le_pow_left₀ (norm_nonneg _) (hh i hi') 2
  nlinarith [mul_le_mul_of_nonneg_left hsq hn]

end Band

/-- For `M ≥ 0` the cubic energy `M x³ / 6` on the line has gradient `M x² / 2` and Hessian `M x`,
and this Hessian is `M`-Lipschitz. -/
theorem cubic_witness {M : ℝ} (hM : 0 ≤ M) :
    (∀ x : ℝ, HasGradientAt (fun x : ℝ => M / 6 * x ^ 3) (M / 2 * x ^ 2) x) ∧
    (∀ x : ℝ, HasFDerivAt (fun x : ℝ => M / 2 * x ^ 2)
      ((M * x) • ContinuousLinearMap.id ℝ ℝ) x) ∧
    (∀ x y : ℝ, ‖(M * x) • ContinuousLinearMap.id ℝ ℝ - (M * y) • ContinuousLinearMap.id ℝ ℝ‖
      ≤ M * ‖x - y‖) := by
  refine ⟨fun x => ?_, fun x => ?_, fun x y => ?_⟩
  · have h : HasDerivAt (fun x : ℝ => M / 6 * x ^ 3) (M / 2 * x ^ 2) x :=
      ((hasDerivAt_pow 3 x).const_mul (M / 6)).congr_deriv (by norm_num; ring)
    have hin : ∀ a b : ℝ, inner ℝ a b = a * b := fun a b => by simp [mul_comm]
    rw [hasGradientAt_iff_hasFDerivAt]
    refine h.hasFDerivAt.congr_fderiv (ContinuousLinearMap.ext fun y => ?_)
    change y * (M / 2 * x ^ 2) = inner ℝ (M / 2 * x ^ 2) y
    rw [hin]
    ring
  · have h : HasDerivAt (fun x : ℝ => M / 2 * x ^ 2) (M * x) x :=
      ((hasDerivAt_pow 2 x).const_mul (M / 2)).congr_deriv (by norm_num; ring)
    refine h.hasFDerivAt.congr_fderiv (ContinuousLinearMap.ext fun y => ?_)
    change y * (M * x) = M * x * y
    ring
  · refine ContinuousLinearMap.opNorm_le_bound _ (mul_nonneg hM (norm_nonneg _)) fun z => ?_
    change ‖M * x * z - M * y * z‖ ≤ M * ‖x - y‖ * ‖z‖
    exact le_of_eq (by
      rw [show M * x * z - M * y * z = M * (x - y) * z by ring, norm_mul, norm_mul,
        Real.norm_of_nonneg hM])

/-- For the cubic energy `M x³ / 6` and images in increasing order on the line, the trapezoidal
sum exceeds the energy difference by exactly `M / 12` times the sum of cubed segment lengths. -/
theorem cubic_attains_bound (M : ℝ) {R : ℕ → ℝ} (hR : Monotone R) (N : ℕ) :
    trapezoidalWork (fun x : ℝ => M / 2 * x ^ 2) R N - (M / 6 * R N ^ 3 - M / 6 * R 0 ^ 3)
      = M / 12 * ∑ i ∈ Finset.range N, ‖R (i + 1) - R i‖ ^ 3 := by
  have tel : M / 6 * R N ^ 3 - M / 6 * R 0 ^ 3
      = ∑ i ∈ Finset.range N, (M / 6 * R (i + 1) ^ 3 - M / 6 * R i ^ 3) :=
    (Finset.sum_range_sub (fun i => M / 6 * R i ^ 3) N).symm
  have hin : ∀ x y : ℝ, inner ℝ x y = x * y := fun x y => by simp [mul_comm]
  rw [tel, trapezoidalWork, ← Finset.sum_sub_distrib, Finset.mul_sum]
  refine Finset.sum_congr rfl fun i _ => ?_
  rw [hin, Real.norm_of_nonneg (sub_nonneg.2 (hR (Nat.le_succ i)))]
  ring

end

end BandForceIntegration
```

```lean
#print axioms BandForceIntegration.band_error
#print axioms BandForceIntegration.band_error_of_spacing
#print axioms BandForceIntegration.cubic_attains_bound
```

```
'BandForceIntegration.band_error' depends on axioms: [propext, Classical.choice, Quot.sound]
'BandForceIntegration.band_error_of_spacing' depends on axioms: [propext, Classical.choice, Quot.sound]
'BandForceIntegration.cubic_attains_bound' depends on axioms: [propext, Classical.choice, Quot.sound]
```

## What the theorems assume and how they are proved

`V` is a real inner product space, complete in the band theorems; \(\mathbb R^n\) is included. `R : ℕ → V` lists the images, of which only `R 0` to `R N` matter. `HasGradientAt` and `HasFDerivAt` state that `g` and `H` are the true derivatives at every point of `S`. Singularities elsewhere are allowed. `trapezoidalWork` uses the gradient, so it estimates the work done against the physical force.

`profile_error` is the estimate for \(D\): `hD` computes the derivative, `hb` bounds it, and a Mathlib comparison lemma integrates the bound. `segment_error` restricts \(E\) to a segment, using Cauchy–Schwarz and the operator norm to find \(L\). `band_error` telescopes and sums. `band_error_of_spacing` gives the version with \(h\), obtaining the sign condition it needs from the Lipschitz hypothesis. `cubic_witness` checks that the cubic energy meets the hypotheses for \(M\ge0\), and `cubic_attains_bound` proves equality for images in increasing order.

In a running code, the guarantee concerns the energy whose exact negative gradient is the reported force. If the reported energies belong to a different surface, the bound does not cover a comparison with them. Incomplete self-consistency and rounding add their own errors. The user must also supply a valid \(M\), in the same coordinates and norm as the segment lengths; a value estimated from a few Hessians may be too small.
